# Uniqueness of the mode expansion of a potential whose coupling terms vanish when any of their coordinates is at its reference value

The failing theorem, `mode_expansion_unique`, concerns a real-valued potential `V` of finitely many real coordinates and a fixed reference point `r`. Suppose `V` is a sum of terms `W S`, one for each set `S` of coordinates, where `W S` depends only on the coordinates in `S` and vanishes whenever one of them has its reference value. Then each `W S` must equal `modeTerm V r S`, the alternating sum of `V` over the geometries in which the coordinates of a subset of `S` are displaced and all others are held at the reference. The proof first shows that, when only the coordinates in `T` are displaced, the terms `W S` with `S ⊆ T` add up to the potential. It then compares this with the same sum for `modeTerm` and uses strong induction on `S`, so that all terms for proper subsets cancel.

As first written in Lean, the proof fails:

```lean
import Mathlib

open Finset

namespace NModeExpansion

noncomputable section

variable {ι : Type*} [DecidableEq ι]

/-- The geometry with the coordinates in `T` taken from `x` and all others held at the
reference point `r`. -/
def cut (r x : ι → ℝ) (T : Finset ι) : ι → ℝ := fun i => if i ∈ T then x i else r i

/-- The mode-coupling term `V_S`: the alternating sum of the potential over the cuts
through the reference point that displace only coordinates in `S`. -/
def modeTerm (V : (ι → ℝ) → ℝ) (r : ι → ℝ) (S : Finset ι) (x : ι → ℝ) : ℝ :=
  ∑ T ∈ S.powerset, (-1) ^ (S.card - T.card) * V (cut r x T)

/-- The function `f` of the geometry depends only on the coordinates in `S`. -/
def CouplesOnly (f : (ι → ℝ) → ℝ) (S : Finset ι) : Prop :=
  ∀ x y : ι → ℝ, (∀ i ∈ S, x i = y i) → f x = f y

/-- Adding `i` to `T` sets coordinate `i` of the cut geometry to `x i` and leaves all other
coordinates as they were. -/
theorem cut_insert (r x : ι → ℝ) (i : ι) (T : Finset ι) :
    cut r x (insert i T) = Function.update (cut r x T) i (x i) := by
  ext j
  by_cases h : j = i
  · subst h
    simp [cut]
  · simp [cut, h]

/-- Adding a coordinate `i` to `S` turns the coupling term into a finite difference: the term
of the potential with coordinate `i` fixed at `x i`, minus the term of the potential itself. -/
theorem modeTerm_insert (V : (ι → ℝ) → ℝ) (r x : ι → ℝ) {i : ι} {S : Finset ι} (hi : i ∉ S) :
    modeTerm V r (insert i S) x =
      modeTerm (fun y => V (Function.update y i (x i))) r S x - modeTerm V r S x := by
  unfold modeTerm
  rw [sum_powerset_insert hi, ← sum_sub_distrib, ← sum_add_distrib]
  apply sum_congr rfl
  intro T hT
  have hTS := mem_powerset.mp hT
  have hiT : i ∉ T := fun h => hi (hTS h)
  have hc := card_le_card hTS
  rw [card_insert_of_notMem hi, card_insert_of_notMem hiT, cut_insert r x i T,
    show S.card + 1 - T.card = (S.card - T.card) + 1 by omega,
    show S.card + 1 - (T.card + 1) = S.card - T.card by omega, pow_succ]
  ring

/-- The coupling terms among the coordinates in `U` add up to the potential on the cut where
only those coordinates are displaced. -/
theorem sum_modeTerm_cut (V : (ι → ℝ) → ℝ) (r x : ι → ℝ) (U : Finset ι) :
    ∑ S ∈ U.powerset, modeTerm V r S x = V (cut r x U) := by
  induction U using Finset.induction_on generalizing V with
  | empty => simp [modeTerm]
  | insert i U hi ih =>
    rw [sum_powerset_insert hi, ← sum_add_distrib, cut_insert]
    -- the finite differences telescope in coordinate `i`
    calc _ = ∑ S ∈ U.powerset, modeTerm (fun y => V (Function.update y i (x i))) r S x := by
          apply sum_congr rfl
          intro S hS
          rw [modeTerm_insert V r x (fun h => hi (mem_powerset.mp hS h))]
          ring
      _ = _ := ih (fun y => V (Function.update y i (x i)))

variable [Fintype ι]

/-- Any expansion of the potential into terms `W S` that depend only on the coordinates in `S`
and vanish when one of these is at its reference value is the mode expansion. -/
theorem mode_expansion_unique (V : (ι → ℝ) → ℝ) (r : ι → ℝ) (W : Finset ι → (ι → ℝ) → ℝ)
    (hdep : ∀ S, CouplesOnly (W S) S)
    (hvan : ∀ (S : Finset ι) (x : ι → ℝ), (∃ i ∈ S, x i = r i) → W S x = 0)
    (hsum : ∀ x, ∑ S : Finset ι, W S x = V x) (S : Finset ι) (x : ι → ℝ) :
    W S x = modeTerm V r S x := by
  -- on the cut `T` only the terms with `S ⊆ T` survive
  have key : ∀ T : Finset ι, ∑ S ∈ T.powerset, W S x = V (cut r x T) := by
    intro T
    rw [← hsum (cut r x T)]
    calc _ = ∑ S ∈ T.powerset, W S (cut r x T) :=
          sum_congr rfl fun S hS => hdep S _ _ fun i hi => by
            simp [cut, mem_powerset.mp hS hi]
      _ = _ := sum_subset (subset_univ _) fun S _ hS => by
            rw [mem_powerset, not_subset] at hS
            obtain ⟨i, hi, hiT⟩ := hS
            exact hvan S _ ⟨i, hi, by simp [cut, hiT]⟩
  induction S using Finset.strongInduction with
  | H S ih =>
    have h := (key S).trans (sum_modeTerm_cut V r x S).symm
    have h1 : W S x + ∑ T ∈ S.powerset.erase S, W T x = ∑ T ∈ S.powerset, W T x :=
      add_sum_erase S.powerset (fun T => W T x) (mem_powerset_self S)
    have h2 : modeTerm V r S x + ∑ T ∈ S.powerset.erase S, modeTerm V r T x =
        ∑ T ∈ S.powerset, modeTerm V r T x :=
      add_sum_erase S.powerset (fun T => modeTerm V r T x) (mem_powerset_self S)
    have h3 : ∑ T ∈ S.powerset.erase S, W T x =
        ∑ T ∈ S.powerset.erase S, modeTerm V r T x :=
      sum_congr rfl fun T hT => ih T (ssubset_iff_subset_ne.mpr
        ⟨mem_powerset.mp (mem_erase.mp hT).2, (mem_erase.mp hT).1⟩)
    linarith

end

end NModeExpansion
```

The compiler's answer:

```
Main.lean:97:38: error: Ambiguous term
  ssubset_iff_subset_ne.mpr
Possible interpretations:
  _root_.ssubset_iff_subset_ne.mpr ⟨mem_powerset.mp (mem_erase.mp hT).right, (mem_erase.mp hT).left⟩ : T ⊂ S
  
  Finset.ssubset_iff_subset_ne.mpr ⟨mem_powerset.mp (mem_erase.mp hT).right, (mem_erase.mp hT).left⟩ : T ⊂ S
```

Cause. The error is about a name, not about the mathematics. To use the induction hypothesis for `T`, the proof must show `T ⊂ S`, and it does so with `ssubset_iff_subset_ne`. Because of `open Finset`, this short name can mean either `_root_.ssubset_iff_subset_ne` or `Finset.ssubset_iff_subset_ne`. Lean tries both readings and keeps the one that type-checks, but here both do: as the message shows, each gives a proof of `T ⊂ S` from the same pair of facts. With nothing to decide between them, Lean reports an ambiguous term.

The diff writes the name in full, as `_root_.Finset.ssubset_iff_subset_ne`. This leaves only the `Finset` lemma, which the message already shows to fit, and the argument given to it is unchanged.

The change, after which it compiles:

```diff
@@ -95,5 +95,5 @@
     have h3 : ∑ T ∈ S.powerset.erase S, W T x =
         ∑ T ∈ S.powerset.erase S, modeTerm V r T x :=
-      sum_congr rfl fun T hT => ih T (ssubset_iff_subset_ne.mpr
+      sum_congr rfl fun T hT => ih T (_root_.Finset.ssubset_iff_subset_ne.mpr
         ⟨mem_powerset.mp (mem_erase.mp hT).2, (mem_erase.mp hT).1⟩)
     linarith
```
